# Squared gradients of a closed harmonic shell have a spherically symmetric sum

In the plane, take the two functions $x$ and $y$. Their squares sum to $r^2=x^2+y^2$. Half the gradient of this relation is
$$x\nabla x+y\nabla y=(x,y).$$
The divergence of the right side is 2. On the left, the product rule gives $|\nabla x|^2+|\nabla y|^2+x\,\Delta x+y\,\Delta y$, and the Laplacians vanish. The squared gradients therefore sum to 2.

The same two derivatives work in $d$ variables $x_j$, with $r^2=\sum_j x_j^2$. Let $f_i$ be finitely many real harmonic polynomials that form a closed shell, meaning that $\sum_i f_i^2=r^{2(l+1)}$ for an integer $l\ge 0$. In three dimensions the angular momentum quantum number of the shell is $l+1$, not $l$. Then
$$\sum_i|\nabla f_i|^2=(l+1)(2l+d)\,r^{2l}.$$

## A check on solid-harmonic gradients

A routine that returns real solid harmonics and their gradients can be tested with this identity at any point, provided that the shell is complete and scaled so that its squares sum to $r^{2(l+1)}$. For the five d functions, which have degree $l+1=2$ in $d=3$ variables, the squared gradients must sum to $10r^2$. If one component's gradient has a prefactor of the wrong magnitude, the sum changes wherever that gradient is nonzero; an error in the $xy$ function, for example, goes unseen on the $z$ axis. A wrong overall sign of a component is not detected at any point, because the gradients are squared.

In electronic structure, a filled subshell of non-interacting orbitals $R(r)f_i$ has a kinetic energy density proportional to $\sum_i|\nabla(Rf_i)|^2$. This contains $R^2$ times the sum above; the derivative of $R$ adds further terms.

## Two derivatives of the closure relation

Since $\partial_j r^2=2x_j$, the chain rule gives $\partial_j r^{2(l+1)}=2(l+1)r^{2l}x_j$. Differentiating the closure relation and dividing by 2 yields
$$\sum_i f_i\,\partial_jf_i=(l+1)\,r^{2l}x_j.$$

The divergence of the radial field is, for $l\ge1$,
$$\sum_j\partial_j(r^{2l}x_j)=\sum_j\left(2l\,r^{2l-2}x_j^2+r^{2l}\right)=(2l+d)\,r^{2l}.$$
For $l=0$ it is $d$, which agrees. Taking the divergence of the previous relation then gives
$$\sum_i\left(|\nabla f_i|^2+f_i\,\Delta f_i\right)=(l+1)(2l+d)\,r^{2l}.$$
This balance needs only closure. Setting $\Delta f_i=0$ gives the identity.

For the angular part, expanding the square gives
$$\sum_{j,k}(x_j\partial_kp-x_k\partial_jp)^2=2\left[r^2|\nabla p|^2-(x\cdot\nabla p)^2\right].$$
Closure forces each $f_i$ to be homogeneous of degree $l+1$, because the lowest- and highest-degree parts of a sum of real squares cannot cancel; the Lean theorem takes this as a hypothesis. Euler's identity then gives $x\cdot\nabla f_i=(l+1)f_i$. Summed over $i$, the right side becomes
$$2\left[(l+1)(2l+d)-(l+1)^2\right]r^{2(l+1)}=2(l+1)(l+d-1)\,r^{2(l+1)}.$$
The sum runs over ordered pairs of axes, so each rotation plane is counted twice.

## The Lean file

```lean
import Mathlib

open MvPolynomial

namespace GradientUnsoeld

noncomputable section

/-- The squared radius, the sum of the squared coordinates. -/
def rsq (d : ℕ) : MvPolynomial (Fin d) ℝ := ∑ j, X j ^ 2

/-- The squared length of the gradient of a polynomial. -/
def gradSq {d : ℕ} (p : MvPolynomial (Fin d) ℝ) : MvPolynomial (Fin d) ℝ :=
  ∑ j, pderiv j p ^ 2

/-- The Laplacian of a polynomial. -/
def laplacian {d : ℕ} (p : MvPolynomial (Fin d) ℝ) : MvPolynomial (Fin d) ℝ :=
  ∑ j, pderiv j (pderiv j p)

/-- The sum, over ordered pairs of axes, of the squared rotational derivatives
`x_j ∂_k p - x_k ∂_j p`. -/
def rotSq {d : ℕ} (p : MvPolynomial (Fin d) ℝ) : MvPolynomial (Fin d) ℝ :=
  ∑ j, ∑ k, (X j * pderiv k p - X k * pderiv j p) ^ 2

variable {d : ℕ} {ι : Type*} [Fintype ι]

/-- The partial derivative of `r^(2(l+1))` with respect to `x_j` is `2(l+1) r^(2l) x_j`. -/
theorem pderiv_rsq_pow (l : ℕ) (j : Fin d) :
    pderiv j (rsq d ^ (l + 1)) = 2 * ((l : MvPolynomial (Fin d) ℝ) + 1) * rsq d ^ l * X j := by
  have h1 : pderiv j (rsq d) = 2 * X j := by
    simp [rsq, pow_two, pderiv_X, Pi.single_apply, Finset.sum_add_distrib]
    ring
  induction l with
  | zero => simp [h1]
  | succ n ih =>
    rw [pow_succ, pderiv_mul, ih, h1]
    push_cast
    ring

/-- The divergence of the radial field `r^(2l) x` in `d` dimensions is `(2l + d) r^(2l)`. -/
theorem divergence_radial (l : ℕ) :
    ∑ j, pderiv j (rsq d ^ l * X j)
      = (2 * (l : MvPolynomial (Fin d) ℝ) + (d : MvPolynomial (Fin d) ℝ)) * rsq d ^ l := by
  cases l with
  | zero => simp
  | succ n =>
    have h : ∀ j : Fin d, pderiv j (rsq d ^ (n + 1) * X j)
        = 2 * ((n : MvPolynomial (Fin d) ℝ) + 1) * rsq d ^ n * X j ^ 2 + rsq d ^ (n + 1) := by
      intro j
      rw [pderiv_mul, pderiv_rsq_pow, pderiv_X_self]
      ring
    have e : ∑ j : Fin d, (X j : MvPolynomial (Fin d) ℝ) ^ 2 = rsq d := rfl
    rw [Finset.sum_congr rfl (fun j _ => h j), Finset.sum_add_distrib, ← Finset.mul_sum, e,
      Finset.sum_const, Finset.card_univ, Fintype.card_fin, nsmul_eq_mul]
    push_cast
    ring

/-- If the squares of finitely many polynomials sum to `r^(2(l+1))`, then the sum of each polynomial
times its gradient is the radial field `(l+1) r^(2l) x`. -/
theorem sum_mul_pderiv (f : ι → MvPolynomial (Fin d) ℝ) (l : ℕ)
    (hf : ∑ i, f i ^ 2 = rsq d ^ (l + 1)) (j : Fin d) :
    ∑ i, f i * pderiv j (f i) = ((l : MvPolynomial (Fin d) ℝ) + 1) * (rsq d ^ l * X j) := by
  have h : pderiv j (∑ i, f i ^ 2) = pderiv j (rsq d ^ (l + 1)) := by rw [hf]
  have e : ∀ i, pderiv j (f i ^ 2) = 2 * (f i * pderiv j (f i)) := by
    intro i
    rw [pow_two, pderiv_mul]
    ring
  rw [map_sum, pderiv_rsq_pow, Finset.sum_congr rfl (fun i _ => e i), ← Finset.mul_sum] at h
  have h2 : (2 : MvPolynomial (Fin d) ℝ) ≠ 0 := two_ne_zero
  apply mul_left_cancel₀ h2
  linear_combination h

/-- Balance law for finitely many polynomials whose squares sum to `r^(2(l+1))`: the squared
gradients and the products `f Δf` together sum to `(l+1)(2l+d) r^(2l)`. -/
theorem gradient_balance (f : ι → MvPolynomial (Fin d) ℝ) (l : ℕ)
    (hf : ∑ i, f i ^ 2 = rsq d ^ (l + 1)) :
    ∑ i, (gradSq (f i) + f i * laplacian (f i))
      = ((l : MvPolynomial (Fin d) ℝ) + 1) * (2 * l + d) * rsq d ^ l := by
  calc ∑ i, (gradSq (f i) + f i * laplacian (f i))
      = ∑ i, ∑ j, pderiv j (f i * pderiv j (f i)) := by
        refine Finset.sum_congr rfl fun i _ => ?_
        rw [gradSq, laplacian, Finset.mul_sum, ← Finset.sum_add_distrib]
        refine Finset.sum_congr rfl fun j _ => ?_
        rw [pderiv_mul]
        ring
    _ = ∑ j, pderiv j (∑ i, f i * pderiv j (f i)) := by
        rw [Finset.sum_comm]
        simp only [map_sum]
    _ = ∑ j, ((l : MvPolynomial (Fin d) ℝ) + 1) * pderiv j (rsq d ^ l * X j) := by
        -- the summed field is radial, and its prefactor is constant
        refine Finset.sum_congr rfl fun j _ => ?_
        have hc : pderiv j ((l : MvPolynomial (Fin d) ℝ) + 1) = 0 := by simp
        rw [sum_mul_pderiv f l hf j, pderiv_mul, hc, zero_mul, zero_add]
    _ = _ := by
        rw [← Finset.mul_sum, divergence_radial]
        ring

/-- If finitely many harmonic polynomials in `d` variables have squares summing to `r^(2(l+1))`,
their squared gradients sum to `(l+1)(2l+d) r^(2l)`. -/
theorem gradient_unsoeld (f : ι → MvPolynomial (Fin d) ℝ) (l : ℕ)
    (harm : ∀ i, laplacian (f i) = 0) (hf : ∑ i, f i ^ 2 = rsq d ^ (l + 1)) :
    ∑ i, gradSq (f i) = ((l : MvPolynomial (Fin d) ℝ) + 1) * (2 * l + d) * rsq d ^ l := by
  have h := gradient_balance f l hf
  simpa only [harm, mul_zero, add_zero] using h

/-- The squared rotational derivatives equal twice the difference between `r²` times the squared
gradient and the square of `x · ∇p`. -/
theorem rotSq_eq (p : MvPolynomial (Fin d) ℝ) :
    rotSq p = 2 * (rsq d * gradSq p - (∑ j, X j * pderiv j p) ^ 2) := by
  have h1 : rsq d * gradSq p = ∑ j, ∑ k, X j ^ 2 * pderiv k p ^ 2 := by
    rw [rsq, gradSq, Finset.sum_mul_sum]
  have h2 : rsq d * gradSq p = ∑ j, ∑ k, X k ^ 2 * pderiv j p ^ 2 := by
    rw [h1, Finset.sum_comm]
  have h3 : (∑ j, X j * pderiv j p) ^ 2
      = ∑ j, ∑ k, (X j * pderiv j p) * (X k * pderiv k p) := by
    rw [pow_two, Finset.sum_mul_sum]
  have h4 : rotSq p = ∑ j, ∑ k, X j ^ 2 * pderiv k p ^ 2
      + ∑ j, ∑ k, X k ^ 2 * pderiv j p ^ 2
      - 2 * ∑ j, ∑ k, (X j * pderiv j p) * (X k * pderiv k p) := by
    simp only [rotSq, Finset.mul_sum, ← Finset.sum_add_distrib, ← Finset.sum_sub_distrib]
    refine Finset.sum_congr rfl fun j _ => Finset.sum_congr rfl fun k _ => ?_
    ring
  rw [h4, ← h1, ← h2, ← h3]
  ring

/-- For finitely many harmonic polynomials, homogeneous of degree `l+1`, whose squares sum to
`r^(2(l+1))`, the squared rotational derivatives sum to `2(l+1)(l+d-1) r^(2(l+1))`. -/
theorem angular_unsoeld (f : ι → MvPolynomial (Fin d) ℝ) (l : ℕ)
    (harm : ∀ i, laplacian (f i) = 0) (hom : ∀ i, (f i).IsHomogeneous (l + 1))
    (hf : ∑ i, f i ^ 2 = rsq d ^ (l + 1)) :
    ∑ i, rotSq (f i)
      = 2 * ((l : MvPolynomial (Fin d) ℝ) + 1) * (l + d - 1) * rsq d ^ (l + 1) := by
  -- Euler's identity evaluates `x · ∇f_i`
  have h : ∀ i, rotSq (f i) = 2 * rsq d * gradSq (f i)
      - 2 * ((l : MvPolynomial (Fin d) ℝ) + 1) ^ 2 * f i ^ 2 := by
    intro i
    rw [rotSq_eq, (hom i).sum_X_mul_pderiv, nsmul_eq_mul]
    push_cast
    ring
  rw [Finset.sum_congr rfl (fun i _ => h i), Finset.sum_sub_distrib, ← Finset.mul_sum,
    ← Finset.mul_sum, gradient_unsoeld f l harm hf, hf]
  ring

/-- The five real d functions in three dimensions, as polynomials in `x, y, z`. -/
def dShell : Fin 5 → MvPolynomial (Fin 3) ℝ :=
  ![C (Real.sqrt 3) * (X 0 * X 1), C (Real.sqrt 3) * (X 1 * X 2), C (Real.sqrt 3) * (X 2 * X 0),
    C (Real.sqrt 3) * (C (1 / 2) * (X 0 * X 0 - X 1 * X 1)),
    C (1 / 2) * ((X 2 * X 2 - X 0 * X 0) + (X 2 * X 2 - X 1 * X 1))]

/-- The five d functions are harmonic and homogeneous of degree two, and their squares sum to
the fourth power of the radius. -/
theorem dShell_witness :
    (∀ i, laplacian (dShell i) = 0) ∧ (∀ i, (dShell i).IsHomogeneous (1 + 1)) ∧
      ∑ i, dShell i ^ 2 = rsq 3 ^ (1 + 1) := by
  refine ⟨?_, ?_, ?_⟩
  · intro i
    fin_cases i <;>
      simp [laplacian, dShell, Fin.sum_univ_three, pderiv_X, Pi.single_apply] <;>
      ring
  · have q : ∀ i j : Fin 3, (X i * X j : MvPolynomial (Fin 3) ℝ).IsHomogeneous (1 + 1) :=
      fun i j => (isHomogeneous_X ℝ i).mul (isHomogeneous_X ℝ j)
    have c : ∀ (a : ℝ) (p : MvPolynomial (Fin 3) ℝ), p.IsHomogeneous (1 + 1) →
        (C a * p).IsHomogeneous (1 + 1) := by
      intro a p hp
      have h := (isHomogeneous_C (Fin 3) a).mul hp
      rwa [zero_add] at h
    intro i
    fin_cases i
    · exact c (Real.sqrt 3) _ (q 0 1)
    · exact c (Real.sqrt 3) _ (q 1 2)
    · exact c (Real.sqrt 3) _ (q 2 0)
    · exact c (Real.sqrt 3) _ (c (1 / 2) _ ((q 0 0).sub (q 1 1)))
    · exact c (1 / 2) _ (((q 2 2).sub (q 0 0)).add ((q 2 2).sub (q 1 1)))
  · have hs : (C (Real.sqrt 3) : MvPolynomial (Fin 3) ℝ) * C (Real.sqrt 3) = 3 := by
      rw [← C_mul, Real.mul_self_sqrt (by norm_num)]
      exact map_ofNat C 3
    have hh : (C (1 / 2) : MvPolynomial (Fin 3) ℝ) * 2 = 1 := by
      have h2 : (C 2 : MvPolynomial (Fin 3) ℝ) = 2 := map_ofNat C 2
      rw [← h2, ← C_mul, ← C_1]
      congr 1
      norm_num
    simp only [dShell, rsq, Fin.sum_univ_five, Fin.sum_univ_three, Matrix.cons_val]
    linear_combination ((X 0 * X 1) ^ 2 + (X 1 * X 2) ^ 2 + (X 2 * X 0) ^ 2
      + C (1 / 2) ^ 2 * (X 0 ^ 2 - X 1 ^ 2) ^ 2) * hs
      + (2 * C (1 / 2) + 1) * (X 0 ^ 4 + X 1 ^ 4 + X 2 ^ 4 - X 0 ^ 2 * X 1 ^ 2
      - X 1 ^ 2 * X 2 ^ 2 - X 2 ^ 2 * X 0 ^ 2) * hh

end

end GradientUnsoeld
```

```lean
#print axioms GradientUnsoeld.gradient_unsoeld
#print axioms GradientUnsoeld.angular_unsoeld
```

```
'GradientUnsoeld.gradient_unsoeld' depends on axioms: [propext, Classical.choice, Quot.sound]
'GradientUnsoeld.angular_unsoeld' depends on axioms: [propext, Classical.choice, Quot.sound]
```

## What is assumed, and how the lemmas fit together

In `gradient_unsoeld`, each `f i` is a real polynomial in `d` variables, `ι` is any finite index set, and `pderiv` is the formal partial derivative. `rsq d` is $r^2$, so `rsq d ^ l` is $r^{2l}$. The hypothesis `harm` says that every Laplacian vanishes, and `hf` is the closure relation. The conclusion is an equality of polynomials and so holds at every point. Homogeneity is assumed only in `angular_unsoeld`.

Unsöld's theorem, that a complete shell of spherical harmonics has a spherically symmetric sum of squares, is the physics behind `hf`. It is assumed here for general $l$ and verified only for the d shell, in `dShell_witness`. Open shells, radial factors, complex harmonics and floating-point error are not covered.

The proof follows the derivation:

- `pderiv_rsq_pow` differentiates the power of $r^2$ by induction, and `divergence_radial` treats $l=0$ separately.
- `sum_mul_pderiv` differentiates `hf` and cancels the factor 2.
- `gradient_balance` applies the product rule, exchanges the sums over functions and axes, and inserts the radial field. `gradient_unsoeld` then removes the Laplacian terms.
- `rotSq_eq` expands the rotational squares, and `angular_unsoeld` applies Euler's identity through `sum_X_mul_pderiv`.
- `dShell_witness` checks harmonicity and homogeneity function by function. Its final `linear_combination` proves closure from $\sqrt3\cdot\sqrt3=3$ and $\tfrac12\cdot2=1$.
